# A finite-dimensional operator whose expectation value vanishes in every state is zero

Let `M` be a complex square matrix with a finite index set, not assumed Hermitian. The theorem says that if a†Ma = 0 for every complex vector a, then M = 0. The vectors are not normalised, so for nonzero a the expectation value is a†Ma divided by a†a, and it vanishes exactly when a†Ma does. The attempt first applies the hypothesis to x, y, x + y and x + iy to get x†My = 0 for all x and y. It then takes y to be the j-th basis vector and x to be My, so that the j-th column of M has zero norm and every entry in it is zero.

Lean 4 with Mathlib refuses this proof:

```lean
import Mathlib

open Matrix ComplexConjugate
open scoped ComplexOrder

noncomputable section

namespace LayerKKRFlux

/-- A complex matrix whose quadratic form vanishes on all amplitudes is zero. -/
theorem eq_zero_of_quadratic_form {n : Type*} [Fintype n] [DecidableEq n] (M : Matrix n n ℂ)
    (h : ∀ a : n → ℂ, star a ⬝ᵥ (M *ᵥ a) = 0) : M = 0 := by
  -- polarization with x + y and x + i y
  have pol : ∀ x y : n → ℂ, star x ⬝ᵥ (M *ᵥ y) = 0 := by
    intro x y
    have hx := h x
    have hy := h y
    have h1 := h (x + y)
    have h2 := h (x + Complex.I • y)
    simp only [star_add, star_smul, Matrix.mulVec_add, Matrix.mulVec_smul, add_dotProduct,
      dotProduct_add, smul_dotProduct, dotProduct_smul, smul_eq_mul, Complex.star_def,
      Complex.conj_I] at h1 h2
    linear_combination (1 / 2) * (h1 - hx - hy) - Complex.I / 2 * (h2 - hx - hy) +
      (star x ⬝ᵥ (M *ᵥ y) - star y ⬝ᵥ (M *ᵥ x) - Complex.I * (star y ⬝ᵥ (M *ᵥ y))) / 2
        * Complex.I_sq
  ext i j
  have hz : M *ᵥ Pi.single j 1 = 0 := dotProduct_star_self_eq_zero.mp (by
    rw [dotProduct_comm]; exact pol _ _)
  simpa [Matrix.mulVec, dotProduct, Pi.single_apply] using congrFun hz i

end LayerKKRFlux
```

The error:

```
Main.lean:28:26: error: Type mismatch
  pol ?m.277 ?m.278
has type
  star ?m.277 ⬝ᵥ M *ᵥ ?m.278 = 0
but is expected to have type
  M *ᵥ Pi.single j 1 ⬝ᵥ star (M *ᵥ Pi.single j 1) = 0
```

The mended proof, as a diff:

```diff
@@ -25,6 +25,6 @@
         * Complex.I_sq
   ext i j
-  have hz : M *ᵥ Pi.single j 1 = 0 := dotProduct_star_self_eq_zero.mp (by
-    rw [dotProduct_comm]; exact pol _ _)
+  have hz : M *ᵥ Pi.single j 1 = 0 :=
+    dotProduct_star_self_eq_zero.mp (pol (M *ᵥ Pi.single j 1) (Pi.single j 1))
   simpa [Matrix.mulVec, dotProduct, Pi.single_apply] using congrFun hz i
 
```

What went wrong. The error comes from a rewrite that turns a goal of the right form into one of the wrong form. Write v for `M *ᵥ Pi.single j 1`, the j-th column of M. To prove v = 0, `dotProduct_star_self_eq_zero` asks for `star v ⬝ᵥ v = 0`, with the conjugated vector on the left. This is already an instance of `pol`, which states `star x ⬝ᵥ (M *ᵥ y) = 0`. But `rw [dotProduct_comm]` swaps the two factors, leaving the goal `v ⬝ᵥ star v = 0` shown in the message. The two products are equal, but `exact` does not apply commutativity to match them, so Lean reports a type mismatch.

The repair drops the rewrite and passes `pol` directly to the lemma. It also replaces the two underscores with the vectors meant, x = v and y = `Pi.single j 1`. This makes the choice visible, but the error itself is cured by removing the swap.
